# Gradient descent on the Gaussian oscillator energy: local convergence for step sizes 0 < h < 1, instability for h > 1

The units are \(\hbar=m=\omega=1\). The trial function is the real Gaussian \(e^{-ax^2}\), and \(h\) is the step size of the descent in the parameter \(a\).

```lean
import Mathlib

open MeasureTheory Filter Topology

namespace OscillatorGradientDescent

noncomputable section
```

These lines load the Mathlib library and open a namespace for the names below.

```lean
/-- The Gaussian trial function `exp (-a x²)`. -/
def trial (a x : ℝ) : ℝ := Real.exp (-a * x ^ 2)
```

This is \(\psi_a(x)=e^{-ax^2}\), left unnormalised. For \(a>0\) the normalised function is \((2a/\pi)^{1/4}e^{-ax^2}\).

```lean
/-- The harmonic-oscillator Hamiltonian `-½ d²/dx² + ½ x²` in natural units. -/
def hamiltonian (ψ : ℝ → ℝ) (x : ℝ) : ℝ :=
  -(1 / 2) * deriv (deriv ψ) x + 1 / 2 * x ^ 2 * ψ x
```

The Hamiltonian is \(H\psi=-\tfrac12\psi''+\tfrac12x^2\psi\). It takes a real function and returns a real function; `deriv` is the ordinary derivative. No operator domain is specified.

```lean
/-- The variational energy of the Gaussian trial function, for `a > 0`. -/
def energy (a : ℝ) : ℝ :=
  (∫ x : ℝ, trial a x * hamiltonian (trial a) x) / ∫ x : ℝ, trial a x ^ 2
```

The energy is the Rayleigh quotient

\[
E(a)=\frac{\int\psi_a\,H\psi_a\,dx}{\int\psi_a^2\,dx},
\]

whose denominator takes care of the normalisation.

```lean
/-- The update of the trial parameter with step size `h`, for `a ≠ 0`. -/
def step (h a : ℝ) : ℝ := a - h * (1 / 2 - 1 / (8 * a ^ 2))
```

The update is \(T(a)=a-h\left(\tfrac12-\tfrac1{8a^2}\right)\), written `step h a`. It is defined by this formula, and its link to \(E\) is proved below.

## From the Gaussian to its energy

```lean
/-- The Hamiltonian multiplies the Gaussian by the local energy `a + (1/2 - 2a²) x²`. -/
theorem hamiltonian_trial (a x : ℝ) :
    hamiltonian (trial a) x = (a + (1 / 2 - 2 * a ^ 2) * x ^ 2) * trial a x := by
  have h1 : ∀ y, HasDerivAt (trial a) (-2 * a * y * trial a y) y := by
    intro y
    have h0 : HasDerivAt (fun x : ℝ => x ^ 2) (2 * y) y := by
      simpa using hasDerivAt_pow 2 y
    refine (h0.const_mul (-a)).exp.congr_deriv ?_
    simp only [trial]
    ring
  have h2 : deriv (trial a) = fun y => -2 * a * y * trial a y :=
    funext fun y => (h1 y).deriv
  have h3 : HasDerivAt (fun y => -2 * a * y * trial a y)
      (-2 * a * trial a x + -2 * a * x * (-2 * a * x * trial a x)) x :=
    (((hasDerivAt_id' x).const_mul (-2 * a)).fun_mul (h1 x)).congr_deriv (by ring)
  unfold hamiltonian
  rw [h2, h3.deriv]
  ring
```

Differentiating twice gives \(\psi_a'=-2ax\,\psi_a\) and \(\psi_a''=(-2a+4a^2x^2)\psi_a\), hence

\[
H\psi_a=\left[a+\left(\tfrac12-2a^2\right)x^2\right]\psi_a .
\]

The bracket is the local energy. At \(a=\tfrac12\) it is the constant \(\tfrac12\), so the Gaussian is then an eigenfunction. In the proof, `HasDerivAt f f' x` says that `f` has derivative `f'` at `x`; `h1` and `h3` are the two differentiations.

```lean
/-- The second moment of a Gaussian weight `exp (-b x²)` is finite and equals its
total weight divided by `2b`. -/
theorem gaussian_second_moment {b : ℝ} (hb : 0 < b) :
    Integrable (fun x : ℝ => x ^ 2 * Real.exp (-b * x ^ 2)) ∧
    ∫ x : ℝ, x ^ 2 * Real.exp (-b * x ^ 2) =
      (∫ x : ℝ, Real.exp (-b * x ^ 2)) / (2 * b) := by
  have hi := integrable_exp_neg_mul_sq hb
  have h2 : Integrable (fun x : ℝ => x ^ 2 * Real.exp (-b * x ^ 2)) := by
    have h := integrable_rpow_mul_exp_neg_mul_sq hb (s := 2) (by norm_num)
    simpa only [Real.rpow_two] using h
  refine ⟨h2, ?_⟩
  have hd : ∀ x : ℝ, HasDerivAt (fun x : ℝ => x * Real.exp (-b * x ^ 2))
      (Real.exp (-b * x ^ 2) - 2 * b * (x ^ 2 * Real.exp (-b * x ^ 2))) x := by
    intro x
    have h0 : HasDerivAt (fun x : ℝ => x ^ 2) (2 * x) x := by
      simpa using hasDerivAt_pow 2 x
    exact ((hasDerivAt_id' x).fun_mul (h0.const_mul (-b)).exp).congr_deriv (by ring)
  -- the integral of a total derivative vanishes
  have hz : ∫ x : ℝ, (Real.exp (-b * x ^ 2)
      - 2 * b * (x ^ 2 * Real.exp (-b * x ^ 2))) = 0 :=
    integral_eq_zero_of_hasDerivAt_of_integrable hd (hi.sub (h2.const_mul (2 * b)))
      (integrable_mul_exp_neg_mul_sq hb)
  rw [integral_sub hi (h2.const_mul (2 * b)), integral_const_mul] at hz
  rw [eq_div_iff (by positivity)]
  linear_combination (-1) * hz
```

The hypothesis `hb : 0 < b` makes the Gaussian decay. By the product rule,

\[
\frac{d}{dx}\left(xe^{-bx^2}\right)=e^{-bx^2}-2b\,x^2e^{-bx^2}.
\]

The left side integrates to zero over the line, so

\[
\int x^2e^{-bx^2}dx=\frac1{2b}\int e^{-bx^2}dx .
\]

The proof follows the same route: `hd` is the product rule and `hz` the vanishing integral. The proof also needs both integrals on the right to converge; for the second moment, this is the first half of the statement.

```lean
/-- The variational energy of the Gaussian is `a/2 + 1/(8a)`. -/
theorem energy_eq {a : ℝ} (ha : 0 < a) : energy a = a / 2 + 1 / (8 * a) := by
  have hb : 0 < 2 * a := by positivity
  have hden : ∀ x, trial a x ^ 2 = Real.exp (-(2 * a) * x ^ 2) := by
    intro x
    rw [trial, pow_two (Real.exp _), ← Real.exp_add]
    congr 1
    ring
  have hnum : ∀ x, trial a x * hamiltonian (trial a) x =
      a * Real.exp (-(2 * a) * x ^ 2)
        + (1 / 2 - 2 * a ^ 2) * (x ^ 2 * Real.exp (-(2 * a) * x ^ 2)) := by
    intro x
    rw [hamiltonian_trial, ← hden x]
    ring
  obtain ⟨h2, hm⟩ := gaussian_second_moment hb
  have hpos : 0 < ∫ x : ℝ, Real.exp (-(2 * a) * x ^ 2) := by
    rw [integral_gaussian]
    positivity
  unfold energy
  simp only [hnum, hden]
  rw [integral_add ((integrable_exp_neg_mul_sq hb).const_mul a) (h2.const_mul _),
    integral_const_mul, integral_const_mul, hm]
  generalize (∫ x : ℝ, Real.exp (-(2 * a) * x ^ 2)) = I at hpos ⊢
  have hI := hpos.ne'
  field_simp
  ring
```

Since \(\psi_a^2=e^{-2ax^2}\), the previous result with \(b=2a\) gives \(\langle x^2\rangle=1/(4a)\). Averaging the local energy,

\[
E(a)=a+\frac{\tfrac12-2a^2}{4a}=\frac a2+\frac1{8a}.
\]

In Lean, `hden` and `hnum` rewrite the two integrands, and the common Gaussian integral, called `I`, cancels because it is positive.

## The update as gradient descent

```lean
/-- For `a > 0` the update is a gradient-descent step on the variational energy. -/
theorem step_eq_gradient_step (h : ℝ) {a : ℝ} (ha : 0 < a) :
    step h a = a - h * deriv energy a := by
  have h1 : HasDerivAt (fun b : ℝ => b / 2 + 1 / 8 * b⁻¹)
      (1 / 2 + 1 / 8 * (-(a ^ 2)⁻¹)) a :=
    ((hasDerivAt_id' a).div_const 2).fun_add ((hasDerivAt_inv ha.ne').const_mul (1 / 8))
  have h2 : HasDerivAt energy (1 / 2 + 1 / 8 * (-(a ^ 2)⁻¹)) a := by
    refine h1.congr_of_eventuallyEq ?_
    filter_upwards [lt_mem_nhds ha] with b hb
    rw [energy_eq hb]
    ring
  rw [h2.deriv, step]
  ring
```

Differentiating the closed form gives \(E'(a)=\tfrac12-\tfrac1{8a^2}\), so \(T(a)=a-hE'(a)\) for every \(a>0\). The closed form is known only for positive parameters. The proof therefore uses that it agrees with `energy` in a neighbourhood of \(a\), which is enough to fix the derivative there.

```lean
/-- The derivative of the update at `a = 1/2` is `1 - 2h`. -/
theorem step_hasDerivAt (h : ℝ) : HasDerivAt (step h) (1 - 2 * h) (1 / 2) := by
  have h0 : HasDerivAt (fun x : ℝ => x ^ 2) (2 * (1 / 2)) (1 / 2) := by
    simpa using hasDerivAt_pow 2 (1 / 2 : ℝ)
  have h1 := (hasDerivAt_const (1 / 2 : ℝ) (1 : ℝ)).fun_div (h0.const_mul 8) (by norm_num)
  exact ((hasDerivAt_id' (1 / 2 : ℝ)).fun_sub
    ((h1.const_sub (1 / 2)).const_mul h)).congr_deriv (by ring)
```

From \(T'(a)=1-h/(4a^3)\) one gets \(T'(\tfrac12)=1-2h\). Its magnitude is below 1 for \(0<h<1\) and above 1 for \(h>1\). The threshold \(h=1\) is \(2/E''(\tfrac12)\), where \(E''(\tfrac12)=2\) is the curvature of the energy at its minimum. It depends on the choice of parameter: for a Gaussian written as \(e^{-\alpha x^2/2}\), descent in \(\alpha\) has the threshold 4.

```lean
/-- One update multiplies the parameter error `a - 1/2` by `1 - h(2a+1)/(4a²)`. -/
theorem step_error (h : ℝ) {a : ℝ} (ha : a ≠ 0) :
    step h a - 1 / 2 = (1 - h * (2 * a + 1) / (4 * a ^ 2)) * (a - 1 / 2) := by
  unfold step
  field_simp
  ring
```

For \(a\neq0\), factor the difference of squares in the gradient:

\[
T(a)-\tfrac12=\left(a-\tfrac12\right)-h\,\frac{(2a-1)(2a+1)}{8a^2}
=\bigl(1-g(a)\bigr)\left(a-\tfrac12\right),\qquad g(a)=\frac{h(2a+1)}{4a^2}.
\]

This identity is exact, not a linearisation. `field_simp` clears the denominators and `ring` checks the remaining algebra.

## Convergence for small steps

```lean
/-- For `0 < h < 1` and `a` within `(1-h)/4` of `1/2`, one update shrinks the error
at least by the factor `1 - h(1-h)/2`. -/
theorem step_contracts {h a : ℝ} (h0 : 0 < h) (h1 : h < 1)
    (ha : |a - 1 / 2| ≤ (1 - h) / 4) :
    |step h a - 1 / 2| ≤ (1 - h * (1 - h) / 2) * |a - 1 / 2| := by
  obtain ⟨hl, hu⟩ := abs_le.1 ha
  have hapos : 0 < a := by linarith
  have ht : 0 ≤ a - (1 + h) / 4 := by linarith
  have hlow : h * (1 - h) / 2 ≤ h * (2 * a + 1) / (4 * a ^ 2) := by
    rw [le_div_iff₀ (by positivity)]
    have hq : (1 - h) * (2 * a ^ 2) ≤ 2 * a + 1 := by
      nlinarith [mul_nonneg hapos.le (by linarith : 0 ≤ 1 - a),
        mul_nonneg h0.le (sq_nonneg a)]
    nlinarith [mul_le_mul_of_nonneg_left hq h0.le]
  have hupp : h * (2 * a + 1) / (4 * a ^ 2) ≤ 2 - h * (1 - h) / 2 := by
    rw [div_le_iff₀ (by positivity)]
    have hsq : a ^ 2 ≤ ((3 - h) / 4) ^ 2 :=
      pow_le_pow_left₀ hapos.le (by linarith) 2
    have hc : h * a ^ 2 ≤ 1 / 4 := by
      nlinarith [mul_le_mul_of_nonneg_left hsq h0.le,
        mul_nonneg (sq_nonneg (1 - h)) (by linarith : 0 ≤ 4 - h)]
    have hr := mul_le_mul_of_nonneg_left hc (by linarith : 0 ≤ 1 - h)
    have hg : (1 - h) / 2 ≤ 8 * a ^ 2 - 2 * h * a - h := by
      nlinarith [sq_nonneg (a - (1 + h) / 4), mul_nonneg h0.le ht]
    nlinarith
  rw [step_error h hapos.ne', abs_mul]
  refine mul_le_mul_of_nonneg_right (abs_le.2 ⟨?_, ?_⟩) (abs_nonneg _) <;> linarith
```

Let \(0<h<1\) and \(|a-\tfrac12|\le(1-h)/4\), which means \(\tfrac{1+h}4\le a\le\tfrac{3-h}4\). Set \(\rho=1-h(1-h)/2\). The claim \(|1-g(a)|\le\rho\) needs two bounds.

- **Lower bound**, \(g\ge h(1-h)/2\) (`hlow`). This amounts to \(2(1-h)a^2\le2a+1\), which holds because \(0<a<1\).
- **Upper bound**, \(g\le2-h(1-h)/2\) (`hupp`). This amounts to \(2h(1-h)a^2\le8a^2-2ha-h\). On the left, \(ha^2\le h(3-h)^2/16\le\tfrac14\), because \(4-h(3-h)^2=(1-h)^2(4-h)\ge0\); the left side is thus at most \((1-h)/2\). On the right, put \(t=a-\tfrac{1+h}4\ge0\). The right side equals \(\tfrac{1-h}2+(4+2h)t+8t^2\), which is at least \((1-h)/2\).

The facts `hc` and `hg` are these last two estimates. The tactic `nlinarith` proves polynomial inequalities from the hypotheses and products of them; some useful products are supplied by hand.

```lean
/-- For `0 < h < 1`, gradient descent started within `(1-h)/4` of `1/2` converges to `1/2`, and
after `n` updates the error is at most `(1 - h(1-h)/2)^n` times the initial error. -/
theorem gradient_descent_converges {h a₀ : ℝ} (h0 : 0 < h) (h1 : h < 1)
    (ha : |a₀ - 1 / 2| ≤ (1 - h) / 4) :
    (∀ n : ℕ, |(step h)^[n] a₀ - 1 / 2| ≤ (1 - h * (1 - h) / 2) ^ n * |a₀ - 1 / 2|) ∧
    Tendsto (fun n : ℕ => (step h)^[n] a₀) atTop (𝓝 (1 / 2)) := by
  have hp : 0 < h * (1 - h) := mul_pos h0 (by linarith)
  have hρ0 : 0 ≤ 1 - h * (1 - h) / 2 := by nlinarith [sq_nonneg h]
  have hρ1 : 1 - h * (1 - h) / 2 < 1 := by linarith
  have hbound : ∀ n : ℕ,
      |(step h)^[n] a₀ - 1 / 2| ≤ (1 - h * (1 - h) / 2) ^ n * |a₀ - 1 / 2| := by
    intro n
    induction n with
    | zero => simp
    | succ n ih =>
      -- the orbit stays in the interval where the update contracts
      have hin : |(step h)^[n] a₀ - 1 / 2| ≤ (1 - h) / 4 :=
        ih.trans ((mul_le_of_le_one_left (abs_nonneg _)
          (pow_le_one₀ hρ0 hρ1.le)).trans ha)
      rw [Function.iterate_succ_apply']
      calc _ ≤ (1 - h * (1 - h) / 2) * |(step h)^[n] a₀ - 1 / 2| :=
            step_contracts h0 h1 hin
        _ ≤ (1 - h * (1 - h) / 2) * ((1 - h * (1 - h) / 2) ^ n * |a₀ - 1 / 2|) :=
            mul_le_mul_of_nonneg_left ih hρ0
        _ = _ := by ring
  refine ⟨hbound, ?_⟩
  have hlim := (tendsto_pow_atTop_nhds_zero_of_lt_one hρ0 hρ1).mul_const |a₀ - 1 / 2|
  rw [zero_mul] at hlim
  exact tendsto_iff_norm_sub_tendsto_zero.2
    (squeeze_zero (fun n => norm_nonneg _) hbound hlim)
```

Write \(a_n\) for `(step h)^[n] a₀`, the result of \(n\) updates. The theorem states

\[
|a_n-\tfrac12|\le\rho^n\,|a_0-\tfrac12|
\]

and \(a_n\to\tfrac12\); the latter is the line with `Tendsto`, where `𝓝 (1 / 2)` denotes the neighbourhoods of \(\tfrac12\).

The argument is induction on \(n\). Since \(0\le\rho<1\), the bound for \(a_n\) keeps it in the starting interval (`hin`), so the contraction applies again and supplies another factor \(\rho\). Then \(\rho^n\to0\) squeezes the error to zero. The factor \(\rho\) is only an upper bound: close to \(\tfrac12\), one update multiplies the error by about \(1-2h\), which vanishes at \(h=\tfrac12\), whereas \(\rho=\tfrac78\) there. The whole orbit stays at positive \(a\), so each update is a true gradient step.

## Instability for large steps

```lean
/-- For `h > 1` the derivative of the update at `1/2` has magnitude above one, and an
orbit converges to `1/2` only if it hits `1/2` exactly after finitely many steps. -/
theorem gradient_descent_unstable {h : ℝ} (h1 : 1 < h) :
    1 < |deriv (step h) (1 / 2)| ∧
    ∀ a₀ : ℝ, Tendsto (fun n : ℕ => (step h)^[n] a₀) atTop (𝓝 (1 / 2)) →
      ∃ n : ℕ, (step h)^[n] a₀ = 1 / 2 := by
  constructor
  · rw [(step_hasDerivAt h).deriv]
    exact lt_abs.2 (Or.inr (by linarith))
  intro a₀ hlim
  by_contra hne
  have hev : ∀ᶠ n : ℕ in atTop, (step h)^[n] a₀ ∈ Set.Ioo 0 ((1 + h) / 4) :=
    hlim (Ioo_mem_nhds (by norm_num) (by linarith))
  obtain ⟨N, hN⟩ := eventually_atTop.1 hev
  -- near the minimum the error can no longer decrease
  have hgrow : ∀ n : ℕ, N ≤ n →
      |(step h)^[N] a₀ - 1 / 2| ≤ |(step h)^[n] a₀ - 1 / 2| := by
    intro n hn
    induction n, hn using Nat.le_induction with
    | base => exact le_rfl
    | succ n hn ih =>
      obtain ⟨hx, hxc⟩ := hN n hn
      refine ih.trans ?_
      rw [Function.iterate_succ_apply']
      generalize (step h)^[n] a₀ = x at hx hxc ⊢
      have hs : 2 ≤ h * (2 * x + 1) / (4 * x ^ 2) := by
        rw [le_div_iff₀ (by positivity)]
        nlinarith [mul_pos hx (sub_pos.2 hxc)]
      rw [step_error h hx.ne', abs_mul]
      exact le_mul_of_one_le_left (abs_nonneg _) (le_abs.2 (Or.inr (by linarith)))
  have hd : Tendsto (fun n : ℕ => |(step h)^[n] a₀ - 1 / 2|) atTop (𝓝 0) :=
    tendsto_iff_norm_sub_tendsto_zero.1 hlim
  have hle := ge_of_tendsto hd (eventually_atTop.2 ⟨N, hgrow⟩)
  exact absurd hle (not_le_of_gt (abs_pos.2 (sub_ne_zero.2 fun hn => hne ⟨N, hn⟩)))

end

end OscillatorGradientDescent
```

For \(h>1\), the first part is \(|T'(\tfrac12)|=2h-1>1\). The second part says that an orbit tending to \(\tfrac12\) must equal \(\tfrac12\) at some finite \(n\), possibly \(n=0\).

Suppose that \(a_n\to\tfrac12\) without ever hitting it. Since \(\tfrac12<\tfrac{1+h}4\), there is an \(N\) with \(0<a_n<\tfrac{1+h}4\) for all \(n\ge N\). For any such value \(x\),

\[
8x^2<2(1+h)x,\qquad\text{so}\qquad 8x^2-2hx<2x<\tfrac{1+h}2<h .
\]

Hence \(g(x)\ge2\) and \(|1-g(x)|\ge1\): the error no longer decreases. It stays at least \(|a_N-\tfrac12|>0\), which contradicts convergence. In the proof, `by_contra` makes the assumption, `hs` is \(g\ge2\), and `hgrow` is the error bound.

Here \(a_0\) may be any real number, including values \(a_0\le0\), for which the Gaussian is not normalisable. At such values the update is only the formula for \(T\), not a gradient step on a variational energy. If an orbit meets \(a=0\), Lean's convention \(1/0=0\) defines the next value; the argument uses only the positive tail.

The borderline \(h=1\) is not treated here. For variational Monte Carlo, the result illustrates how step size governs the stability of energy minimisation, in a one-parameter model with exact gradients and no sampling noise.

```lean
#print axioms OscillatorGradientDescent.step_eq_gradient_step
-- 'OscillatorGradientDescent.step_eq_gradient_step' depends on axioms: [propext, Classical.choice, Quot.sound]
#print axioms OscillatorGradientDescent.gradient_descent_converges
-- 'OscillatorGradientDescent.gradient_descent_converges' depends on axioms: [propext, Classical.choice, Quot.sound]
#print axioms OscillatorGradientDescent.gradient_descent_unstable
-- 'OscillatorGradientDescent.gradient_descent_unstable' depends on axioms: [propext, Classical.choice, Quot.sound]
```
